# Dispersion energy as an imaginary-frequency integral for two molecules with finite spectra

Molecule A has finitely many excitation energies a_m > 0 with real transition dipoles p_m in ℝ³. Molecule B has energies b_n > 0 and dipoles q_n. A real 3×3 matrix T couples the dipoles. In atomic units, the polarisability tensors at imaginary frequency iu are

A(u) = ∑_m L(a_m,u) p_m p_mᵀ, B(u) = ∑_n L(b_n,u) q_n q_nᵀ, with L(a,u) = 2a/(a² + u²).

The second-order dispersion energy is the sum over simultaneous excitations,

E = −∑_m ∑_n (p_mᵀ T q_n)²/(a_m + b_n).

## The energy as a trace integral

For every T,

E = −(1/2π) ∫₀^∞ tr(A(u) T B(u) Tᵀ) du.

E is strictly negative exactly when p_mᵀ T q_n ≠ 0 for some pair. For point dipoles at distance R > 0 along a unit vector n (here a direction, not an index), T = (1 − 3nnᵀ)/R³. If in addition A(u) = αA(u) 1 and B(u) = αB(u) 1 for u > 0, where αA and αB each name a single scalar function and 1 is the unit matrix, then

R⁶ E = −(3/π) ∫₀^∞ αA(u) αB(u) du.

Although the formula is often called after Casimir and Polder, T does not depend on u here. The coupling is instantaneous, and the retarded long-distance regime is not treated.

## Separate response calculations on a frequency grid

The denominator a_m + b_n ties the two spectra together; the integral separates them. A program can compute A(u_k) and B(u_k) independently by linear response, store one 3×3 tensor per molecule and grid point, and, with quadrature weights w_k, evaluate

E ≈ −(1/2π) ∑_k w_k tr(A(u_k) T B(u_k) Tᵀ)

for any relative position and orientation of the two molecules at which the dipole coupling is adequate, after rotating the tensors into a common frame. The internal geometry of each molecule is held fixed. A common grid maps Gauss–Legendre nodes x in (−1,1) to u = u₀(1+x)/(1−x), where u₀ > 0 is a chosen frequency scale; the Jacobian 2u₀/(1−x)² is included in w_k. The quadrature error is separate from the exact identity.

For a check by hand, take one transition on each molecule, a = 1, b = 3, p = q = n = (0,0,1) and R = 2. The coupling is pᵀTq = −2/8 = −1/4, so the sum over states gives E = −(1/16)/4 = −1/64. The integral route gives

∫₀^∞ 12/((1+u²)(9+u²)) du = (3/2)(π/2 − π/6) = π/2,

and −(1/2π)(1/16)(π/2) = −1/64.

## From partial fractions to the prefactor 3/π

For a ≠ b, partial fractions give

L(a,u) L(b,u) = 4ab/(b² − a²) · [1/(a² + u²) − 1/(b² + u²)].

Since 1/(c² + u²) has the primitive arctan(u/c)/c, its integral over u > 0 is π/(2c). Hence

∫₀^∞ L(a,u) L(b,u) du = 4ab/(b² − a²) · π(b − a)/(2ab) = 2π/(a + b).

For a = b the integrand is 4a²/(a² + u²)², with primitive

2[arctan(u/a)/a + u/(a² + u²)].

This rises from 0 to π/a, which is again 2π/(a + b).

The trace of two linked dyads is a squared coupling:

tr(p pᵀ T q qᵀ Tᵀ) = (pᵀTq)(qᵀTᵀp) = (pᵀTq)².

Expanding A and B therefore gives

tr(A T B Tᵀ) = ∑_m ∑_n L(a_m,u) L(b_n,u) (p_mᵀ T q_n)².

The sum is finite and each term is integrable, so it may be integrated term by term. Multiplying by −1/(2π) gives E.

Every term of the sum over states has a non-negative numerator and a positive denominator. E is thus zero if all couplings vanish and negative otherwise.

In the isotropic case the trace is αA αB tr(TTᵀ). With nᵀn = 1,

(1 − 3nnᵀ)² = 1 − 6nnᵀ + 9nnᵀ = 1 + 3nnᵀ,

whose trace is 6. So tr(TTᵀ) = 6/R⁶, and 6/(2π) = 3/π.

## Lean source

```lean
import Mathlib

open MeasureTheory Filter Matrix
open scoped Real Topology

namespace AnisotropicCasimirPolder

noncomputable section

variable {ι κ : Type*} [Fintype ι] [Fintype κ]

/-- Response at imaginary frequency `u` of a transition with energy `a` and unit dipole. -/
def lorentzian (a u : ℝ) : ℝ := 2 * a / (a ^ 2 + u ^ 2)

/-- Polarisability tensor at imaginary frequency `u` of a molecule with excitation energies `a m`
and transition dipoles `p m`. -/
def polarizability (a : ι → ℝ) (p : ι → Fin 3 → ℝ) (u : ℝ) : Matrix (Fin 3) (Fin 3) ℝ :=
  ∑ m, lorentzian (a m) u • vecMulVec (p m) (p m)

/-- Second-order dispersion energy, as a sum over simultaneous excitations of two molecules whose
dipoles are coupled by the tensor `T`. -/
def dispersionEnergy (a : ι → ℝ) (p : ι → Fin 3 → ℝ) (b : κ → ℝ) (q : κ → Fin 3 → ℝ)
    (T : Matrix (Fin 3) (Fin 3) ℝ) : ℝ :=
  -∑ m, ∑ n, (p m ⬝ᵥ T *ᵥ q n) ^ 2 / (a m + b n)

/-- Interaction tensor of two point dipoles at distance `R` along the direction `n`. -/
def dipoleTensor (R : ℝ) (n : Fin 3 → ℝ) : Matrix (Fin 3) (Fin 3) ℝ :=
  (R ^ 3)⁻¹ • (1 - (3 : ℝ) • vecMulVec n n)

/-- The product of two Lorentzian responses has a primitive that vanishes at zero frequency and
tends to `2π/(a+b)` at infinite frequency. -/
theorem exists_primitive {a b : ℝ} (ha : 0 < a) (hb : 0 < b) :
    ∃ F : ℝ → ℝ, (∀ u, HasDerivAt F (lorentzian a u * lorentzian b u) u) ∧ F 0 = 0 ∧
      Tendsto F atTop (𝓝 (2 * π / (a + b))) := by
  have hder : ∀ c : ℝ, 0 < c → ∀ u : ℝ,
      HasDerivAt (fun u => Real.arctan (u / c) / c) (1 / (c ^ 2 + u ^ 2)) u := by
    intro c hc u
    refine ((((hasDerivAt_id' u).div_const c).arctan).div_const c).congr_deriv ?_
    change 1 / (1 + (u / c) ^ 2) * (1 / c) / c = _
    have h1 : c ^ 2 + u ^ 2 ≠ 0 := by positivity
    have e : 1 + (u / c) ^ 2 = (c ^ 2 + u ^ 2) / c ^ 2 := by field_simp
    rw [e]
    field_simp
  have hlim : ∀ c : ℝ, 0 < c →
      Tendsto (fun u : ℝ => Real.arctan (u / c) / c) atTop (𝓝 (π / 2 / c)) := by
    intro c hc
    exact ((Real.tendsto_arctan_atTop.mono_right nhdsWithin_le_nhds).comp
      (tendsto_id.atTop_div_const hc)).div_const c
  rcases eq_or_ne a b with rfl | hab
  · -- equal energies: the primitive has an additional rational part
    refine ⟨fun u => 2 * (Real.arctan (u / a) / a + u / (a ^ 2 + u ^ 2)), fun u => ?_,
      by simp, ?_⟩
    · have h1 : a ^ 2 + u ^ 2 ≠ 0 := by positivity
      have hq : HasDerivAt (fun u : ℝ => u / (a ^ 2 + u ^ 2))
          ((a ^ 2 - u ^ 2) / (a ^ 2 + u ^ 2) ^ 2) u := by
        refine ((hasDerivAt_id' u).fun_div
          ((hasDerivAt_pow 2 u).const_add (a ^ 2)) h1).congr_deriv ?_
        congr 1
        norm_num
        ring
      refine (((hder a ha u).fun_add hq).const_mul 2).congr_deriv ?_
      unfold lorentzian
      field_simp
      ring
    · have hz : Tendsto (fun u : ℝ => u / (a ^ 2 + u ^ 2)) atTop (𝓝 0) := by
        refine squeeze_zero' ?_ ?_ tendsto_inv_atTop_zero
        · filter_upwards [eventually_gt_atTop 0] with u hu
          positivity
        · filter_upwards [eventually_gt_atTop 0] with u hu
          rw [inv_eq_one_div, div_le_div_iff₀ (by positivity) hu]
          nlinarith [sq_nonneg a]
      have e : 2 * π / (a + a) = 2 * (π / 2 / a + 0) := by
        rw [add_zero, ← two_mul]
        field_simp
      rw [e]
      exact ((hlim a ha).add hz).const_mul 2
  · -- different energies: partial fractions
    have hd : b ^ 2 - a ^ 2 ≠ 0 := by
      intro h
      have h' : (b - a) * (b + a) = 0 := by linear_combination h
      rcases mul_eq_zero.mp h' with h0 | h0
      · exact hab (by linarith)
      · linarith
    refine ⟨fun u => 4 * a * b / (b ^ 2 - a ^ 2) *
      (Real.arctan (u / a) / a - Real.arctan (u / b) / b), fun u => ?_, by simp, ?_⟩
    · have h1 : a ^ 2 + u ^ 2 ≠ 0 := by positivity
      have h2 : b ^ 2 + u ^ 2 ≠ 0 := by positivity
      refine (((hder a ha u).fun_sub (hder b hb u)).const_mul _).congr_deriv ?_
      unfold lorentzian
      rw [div_sub_div _ _ h1 h2, div_mul_div_comm, div_mul_div_comm,
        div_eq_div_iff (mul_ne_zero hd (mul_ne_zero h1 h2)) (mul_ne_zero h1 h2)]
      ring
    · have e : 2 * π / (a + b) = 4 * a * b / (b ^ 2 - a ^ 2) * (π / 2 / a - π / 2 / b) := by
        rw [div_sub_div _ _ ha.ne' hb.ne', div_mul_div_comm,
          div_eq_div_iff (by positivity) (mul_ne_zero hd (mul_ne_zero ha.ne' hb.ne'))]
        ring
      rw [e]
      exact ((hlim a ha).sub (hlim b hb)).const_mul _

/-- The product of two Lorentzian responses is integrable over positive imaginary frequencies,
with integral `2π/(a+b)`. -/
theorem lorentzian_overlap {a b : ℝ} (ha : 0 < a) (hb : 0 < b) :
    IntegrableOn (fun u => lorentzian a u * lorentzian b u) (Set.Ioi 0) ∧
      ∫ u in Set.Ioi (0 : ℝ), lorentzian a u * lorentzian b u = 2 * π / (a + b) := by
  obtain ⟨F, hF, h0, hl⟩ := exists_primitive ha hb
  have hpos : ∀ u ∈ Set.Ioi (0 : ℝ), 0 ≤ lorentzian a u * lorentzian b u := by
    intro u _
    unfold lorentzian
    positivity
  refine ⟨integrableOn_Ioi_deriv_of_nonneg' (fun u _ => hF u) hpos hl, ?_⟩
  rw [integral_Ioi_of_hasDerivAt_of_nonneg' (fun u _ => hF u) hpos hl, h0, sub_zero]

/-- The trace of the two polarisability tensors linked by `T` is a sum over pairs of transitions
of squared dipole couplings times Lorentzian responses. -/
theorem trace_polarizability (a : ι → ℝ) (p : ι → Fin 3 → ℝ) (b : κ → ℝ) (q : κ → Fin 3 → ℝ)
    (T : Matrix (Fin 3) (Fin 3) ℝ) (u : ℝ) :
    Matrix.trace (polarizability a p u * T * polarizability b q u * Tᵀ) =
      ∑ m, ∑ n, lorentzian (a m) u * lorentzian (b n) u * (p m ⬝ᵥ T *ᵥ q n) ^ 2 := by
  -- two dyads linked by `T` give the square of one coupling
  have dyad : ∀ x y : Fin 3 → ℝ,
      Matrix.trace (vecMulVec x x * T * vecMulVec y y * Tᵀ) = (x ⬝ᵥ T *ᵥ y) ^ 2 := by
    intro x y
    simp only [Matrix.trace, Matrix.diag_apply, Matrix.mul_apply, Matrix.vecMulVec_apply,
      Matrix.transpose_apply, dotProduct, Matrix.mulVec, Fin.sum_univ_three]
    ring
  unfold polarizability
  rw [Finset.sum_mul, Finset.sum_mul, Finset.sum_mul, Matrix.trace_sum]
  refine Finset.sum_congr rfl fun m _ => ?_
  rw [Finset.mul_sum, Finset.sum_mul, Matrix.trace_sum]
  refine Finset.sum_congr rfl fun n _ => ?_
  simp only [Matrix.smul_mul, Matrix.mul_smul, Matrix.trace_smul, smul_eq_mul, dyad]
  ring

/-- Anisotropic Casimir-Polder formula: the trace of the linked polarisability tensors is
integrable over imaginary frequency, and its integral gives the dispersion energy. -/
theorem casimir_polder {a : ι → ℝ} {b : κ → ℝ} (ha : ∀ m, 0 < a m) (hb : ∀ n, 0 < b n)
    (p : ι → Fin 3 → ℝ) (q : κ → Fin 3 → ℝ) (T : Matrix (Fin 3) (Fin 3) ℝ) :
    IntegrableOn (fun u => Matrix.trace (polarizability a p u * T * polarizability b q u * Tᵀ))
      (Set.Ioi 0) ∧
    dispersionEnergy a p b q T = -(1 / (2 * π) * ∫ u in Set.Ioi (0 : ℝ),
      Matrix.trace (polarizability a p u * T * polarizability b q u * Tᵀ)) := by
  simp only [trace_polarizability]
  have hi : ∀ m n, Integrable (fun u => lorentzian (a m) u * lorentzian (b n) u *
      (p m ⬝ᵥ T *ᵥ q n) ^ 2) (volume.restrict (Set.Ioi (0 : ℝ))) :=
    fun m n => Integrable.mul_const (lorentzian_overlap (ha m) (hb n)).1 _
  refine ⟨MeasureTheory.integrable_finsetSum _ fun m _ => MeasureTheory.integrable_finsetSum _ fun n _ => hi m n, ?_⟩
  -- integrate each pair of transitions separately
  rw [MeasureTheory.integral_finsetSum _ fun m _ => MeasureTheory.integrable_finsetSum _ fun n _ => hi m n,
    dispersionEnergy, Finset.mul_sum]
  congr 1
  refine Finset.sum_congr rfl fun m _ => ?_
  rw [MeasureTheory.integral_finsetSum _ fun n _ => hi m n, Finset.mul_sum]
  refine Finset.sum_congr rfl fun n _ => ?_
  rw [integral_mul_const, (lorentzian_overlap (ha m) (hb n)).2]
  have h : a m + b n ≠ 0 := (add_pos (ha m) (hb n)).ne'
  have hpi : π ≠ 0 := Real.pi_ne_zero
  field_simp

/-- The dispersion energy is strictly negative exactly when `T` couples at least one pair of
transition dipoles. -/
theorem dispersionEnergy_neg_iff {a : ι → ℝ} {b : κ → ℝ} (ha : ∀ m, 0 < a m)
    (hb : ∀ n, 0 < b n) (p : ι → Fin 3 → ℝ) (q : κ → Fin 3 → ℝ)
    (T : Matrix (Fin 3) (Fin 3) ℝ) :
    dispersionEnergy a p b q T < 0 ↔ ∃ m n, p m ⬝ᵥ T *ᵥ q n ≠ 0 := by
  have hnn : ∀ m n, 0 ≤ (p m ⬝ᵥ T *ᵥ q n) ^ 2 / (a m + b n) :=
    fun m n => div_nonneg (sq_nonneg _) (add_pos (ha m) (hb n)).le
  constructor
  · intro h
    by_contra hc
    push Not at hc
    simp [dispersionEnergy, hc] at h
  · rintro ⟨m, n, h⟩
    refine neg_lt_zero.mpr (Finset.sum_pos' (fun i _ => Finset.sum_nonneg fun j _ => hnn i j)
      ⟨m, Finset.mem_univ m, Finset.sum_pos' (fun j _ => hnn m j) ⟨n, Finset.mem_univ n, ?_⟩⟩)
    exact div_pos (pow_pos (abs_pos.mpr h) 2 |>.trans_eq (sq_abs _)) (add_pos (ha m) (hb n))

/-- The squared entries of the point-dipole tensor at distance `R` sum to `6/R⁶`. -/
theorem dipoleTensor_trace {R : ℝ} (hR : 0 < R) {n : Fin 3 → ℝ} (hn : n ⬝ᵥ n = 1) :
    R ^ 6 * Matrix.trace (dipoleTensor R n * (dipoleTensor R n)ᵀ) = 6 := by
  have key : Matrix.trace ((1 - (3 : ℝ) • vecMulVec n n) * (1 - (3 : ℝ) • vecMulVec n n)ᵀ) =
      3 - 6 * (n ⬝ᵥ n) + 9 * (n ⬝ᵥ n) ^ 2 := by
    simp [Matrix.trace, Matrix.mul_apply, Matrix.vecMulVec_apply, Matrix.one_apply,
      dotProduct, Fin.sum_univ_three]
    ring
  have h : R ^ 6 * ((R ^ 3)⁻¹ * (R ^ 3)⁻¹) = 1 := by field_simp
  unfold dipoleTensor
  rw [Matrix.transpose_smul, Matrix.smul_mul, Matrix.mul_smul, Matrix.trace_smul,
    Matrix.trace_smul, key, hn, smul_eq_mul, smul_eq_mul]
  linear_combination 6 * h

/-- For isotropic polarisabilities `αA`, `αB` and point-dipole coupling, the dispersion energy
times `R⁶` is `-(3/π)` times the integral of `αA αB` over imaginary frequency. -/
theorem isotropic_dispersion {a : ι → ℝ} {b : κ → ℝ} (ha : ∀ m, 0 < a m) (hb : ∀ n, 0 < b n)
    {p : ι → Fin 3 → ℝ} {q : κ → Fin 3 → ℝ} {αA αB : ℝ → ℝ}
    (hA : ∀ u > 0, polarizability a p u = αA u • 1)
    (hB : ∀ u > 0, polarizability b q u = αB u • 1)
    {R : ℝ} (hR : 0 < R) {n : Fin 3 → ℝ} (hn : n ⬝ᵥ n = 1) :
    R ^ 6 * dispersionEnergy a p b q (dipoleTensor R n) =
      -(3 / π * ∫ u in Set.Ioi (0 : ℝ), αA u * αB u) := by
  have hint : ∫ u in Set.Ioi (0 : ℝ), Matrix.trace (polarizability a p u * dipoleTensor R n *
      polarizability b q u * (dipoleTensor R n)ᵀ) =
      ∫ u in Set.Ioi (0 : ℝ), αA u * αB u *
        Matrix.trace (dipoleTensor R n * (dipoleTensor R n)ᵀ) := by
    refine setIntegral_congr_fun measurableSet_Ioi fun u hu => ?_
    simp only [hA u hu, hB u hu, Matrix.smul_mul, Matrix.mul_smul, Matrix.one_mul,
      Matrix.mul_one, Matrix.trace_smul, smul_eq_mul]
    ring
  rw [(casimir_polder ha hb p q _).2, hint, integral_mul_const]
  linear_combination (-(1 / (2 * π) * ∫ u in Set.Ioi (0 : ℝ), αA u * αB u)) *
    dipoleTensor_trace hR hn

/-- Three transitions of equal energy whose dipoles are `s` times the three coordinate unit vectors
have an isotropic polarisability. -/
theorem isotropic_dispersion_witness (a s u : ℝ) :
    polarizability (fun _ : Fin 3 => a) (fun i => Pi.single i s) u =
      (s ^ 2 * lorentzian a u) • 1 := by
  ext i j
  fin_cases i <;> fin_cases j <;>
    simp [polarizability, Fin.sum_univ_three, Matrix.vecMulVec_apply] <;> ring

end

end AnisotropicCasimirPolder
```

```lean
#print axioms AnisotropicCasimirPolder.dispersionEnergy_neg_iff
#print axioms AnisotropicCasimirPolder.isotropic_dispersion
```

```
'AnisotropicCasimirPolder.dispersionEnergy_neg_iff' depends on axioms: [propext, Classical.choice, Quot.sound]
'AnisotropicCasimirPolder.isotropic_dispersion' depends on axioms: [propext, Classical.choice, Quot.sound]
```

## What the theorems say, and for which molecules

The finite types `ι` and `κ` label the transitions; either may be empty, in which case the energy is zero. `vecMulVec (p m) (p m)` is the dyad p_m p_mᵀ, `p m ⬝ᵥ T *ᵥ q n` is the coupling p_mᵀ T q_n, and `Set.Ioi 0` is the range u > 0. `casimir_polder` states both that the trace is integrable and that its integral gives `dispersionEnergy`. The first part matters because Lean assigns the value 0 to the integral of a non-integrable function.

The proof follows the derivation:

- `exists_primitive` splits on a = b and supplies the two primitives; `field_simp` and `ring` check the algebra of their derivatives.
- `lorentzian_overlap` uses the non-negative integrand and the limit of the primitive to obtain integrability and the value 2π/(a + b).
- `trace_polarizability` proves the dyad identity by writing out the three components, then extends it by linearity.
- `casimir_polder` exchanges the finite sums with the integral.
- `dispersionEnergy_neg_iff` gets strict negativity from one positive term among non-negative ones.
- `dipoleTensor_trace` supplies the factor 6, and `isotropic_dispersion` inserts it into the main theorem.

Isotropy enters `isotropic_dispersion` as the hypotheses `hA` and `hB`. `isotropic_dispersion_witness` shows that a model molecule can satisfy them: three transitions of equal energy a, with dipoles of length s along the axes, have polarisability s² L(a,u) 1.

The sum over states is a definition here, not derived from perturbation theory. The spectrum is discrete and finite, as in a finite-basis response calculation; a continuum would need a further limit. Charge overlap, exchange, damping and higher multipoles are absent, and the accuracy of the supplied energies and dipoles is a matter for the electronic-structure method.
